# The complex-step derivative of a real polynomial and its leading error

The force along a molecular coordinate is minus the slope of the potential energy, and a dipole component is minus the slope of the energy with respect to an applied field. A finite difference obtains such a slope by subtracting energies at neighbouring parameter values. When the step is small, the two energies are nearly equal and their leading digits cancel. If the energy extends analytically to complex values of the parameter and can be evaluated there, a slope can be estimated from the imaginary part of a single value, without that subtraction. The question is how far this estimate lies from the true slope at a finite step.

Let the energy be a real polynomial $p$ in one parameter, let $x$ be the real point of interest, and let $h$ be a nonzero real step. The complex-step estimate is

$$D_h=\frac{\operatorname{Im}p(x+ih)}{h}.$$

It tends to $p'(x)$ as $h\to0$, and its error divided by $h^2$ tends to $-p'''(x)/6$. If $p$ has degree at most four, then for every nonzero $h$, small or not,

$$D_h=p'(x)-\frac{h^2}{6}p'''(x).$$

For forces and dipole components in electronic structure, this gives the step error of the estimated slope when the energy is modelled by a one-parameter polynomial and the arithmetic is exact: in full through degree four, and to order $h^2$ for higher degrees.

## Odd powers carry the slope

Move the origin to $x$ by setting $q(t)=p(x+t)$, and write $c_k$ for the coefficient of $t^k$ in $q$. Collecting all terms from fifth order upward into $t^5s(t)$, where $s$ is again a real polynomial, gives

$$q(t)=c_0+c_1t+c_2t^2+c_3t^3+c_4t^4+t^5s(t).$$

By the chain rule, $q'(t)=p'(x+t)$ and $q'''(t)=p'''(x+t)$. At $t=0$ the expansion gives $q'(0)=c_1$ and $q'''(0)=6c_3$, so

$$c_1=p'(x),\qquad c_3=\frac{p'''(x)}{6}.$$

Now put $t=ih$. The powers are $(ih)^2=-h^2$, $(ih)^3=-ih^3$, $(ih)^4=h^4$ and $(ih)^5=ih^5$. Since the $c_k$ are real, the terms with $c_0$, $c_2$ and $c_4$ are real and do not contribute to the imaginary part. The value $s(ih)$ may be complex, and $\operatorname{Im}[ih^5s(ih)]=h^5\operatorname{Re}s(ih)$. Therefore

$$\operatorname{Im}p(x+ih)=h\,p'(x)-\frac{h^3}{6}p'''(x)+h^5\operatorname{Re}s(ih),$$

and division by $h\ne0$ gives

$$D_h=p'(x)-\frac{h^2}{6}p'''(x)+h^4\operatorname{Re}s(ih).$$

The polynomial $s$ is continuous, so $\operatorname{Re}s(ih)$ tends to the finite value $s(0)$. The last two terms vanish as $h\to0$, which proves the first limit. Subtracting $p'(x)$ and dividing by $h^2$ leaves $-p'''(x)/6+h^2\operatorname{Re}s(ih)$, which proves the second. If $p$ has degree at most four, so has $q$; then $s=0$ and the formula without the tail is exact.

The fifth power shows that this degree bound cannot be raised to five. For $p(x)=x^5$,

$$\operatorname{Im}(x+ih)^5=5x^4h-10x^2h^3+h^5.$$

Here $p'(x)=5x^4$ and $p'''(x)/6=10x^2$, so after division by $h$ the estimate exceeds $p'(x)-h^2p'''(x)/6$ by exactly $h^4$.

## A quartic potential at one point

Take the potential $V(x)=x^2/2+x^4/4$ in dimensionless units, with $x=1$ and $h=0.1$. Then

$$(1+0.1i)^2=0.99+0.2i,\qquad(1+0.1i)^4=0.9401+0.396i.$$

The imaginary part of $V(1+0.1i)$ is $0.1+0.099=0.199$, and the estimate is $1.99$. The true slope is $V'(1)=1+1=2$, and $V'''(1)=6$. The exact formula gives $2-0.01\cdot6/6=1.99$, in agreement.

## The estimate and the tail in Lean

The development uses Mathlib's polynomials and its filter language for limits.

```lean
import Mathlib

open Polynomial Filter Topology

namespace ComplexStepDerivative

noncomputable section
```

The type `ℝ[X]` consists of polynomials with real coefficients. In the definition of the estimate, `aeval` evaluates such a polynomial at a complex number, and `.im` takes the imaginary part. The arguments `x` and `h` are real, and `complexStep p x h` is $D_h$.

```lean
/-- The complex-step estimate of the slope of `p` at `x`: the imaginary part of
`p (x + i h)` divided by the step `h`. -/
def complexStep (p : ℝ[X]) (x h : ℝ) : ℝ :=
  (aeval ((x : ℂ) + (h : ℂ) * Complex.I) p).im / h
```

Lean's division also assigns a value at $h=0$, but the theorems about the estimate either assume $h\ne0$ or take a limit through nonzero steps.

The expression `p.comp (X + C x)` is the shifted polynomial $q$. The operation `divX` drops the constant term and lowers every remaining power by one. Five applications leave $s$, whose coefficient of order $n$ is the coefficient of order $n+5$ in $q$.

```lean
/-- The polynomial `s` left over when the terms up to fourth order are removed from
`p (x + t)` and the rest is divided by `t ^ 5`. -/
def taylorTail (p : ℝ[X]) (x : ℝ) : ℝ[X] :=
  (p.comp (X + C x)).divX.divX.divX.divX.divX
```

## Shifting the origin and splitting the polynomial

The first lemma identifies $c_1$ and $c_3$. The auxiliary statement `d` is the chain rule for a shift: differentiating and moving the origin can be done in either order. The constant coefficient of a polynomial is its value at zero, so `h1` and `h3` express $q'(0)=p'(x)$ and $q'''(0)=p'''(x)$. Rewriting with `coeff_derivative` turns the left-hand sides into $c_1$ and $6c_3$, and `linarith` solves for the coefficients.

```lean
/-- The first and third coefficients of `p (x + t)` in powers of `t` are `p'(x)` and
`p'''(x) / 6`. -/
theorem shifted_coeffs (p : ℝ[X]) (x : ℝ) :
    (p.comp (X + C x)).coeff 1 = (derivative p).eval x ∧
    (p.comp (X + C x)).coeff 3 =
      (derivative (derivative (derivative p))).eval x / 6 := by
  -- differentiation commutes with a shift of the origin
  have d : ∀ r : ℝ[X], derivative (r.comp (X + C x)) = (derivative r).comp (X + C x) := by
    intro r
    simp [derivative_comp]
  have h1 : (derivative (p.comp (X + C x))).coeff 0 = (derivative p).eval x := by
    rw [d, coeff_zero_eq_eval_zero]
    simp [eval_comp]
  have h3 : (derivative (derivative (derivative (p.comp (X + C x))))).coeff 0 =
      (derivative (derivative (derivative p))).eval x := by
    rw [d, d, d, coeff_zero_eq_eval_zero]
    simp [eval_comp]
  rw [coeff_derivative] at h1
  rw [coeff_derivative, coeff_derivative, coeff_derivative] at h3
  norm_num at h1 h3
  constructor <;> linarith
```

The next lemma splits off five coefficients at an arbitrary complex point $z$. Its inner statement `step` says that a polynomial equals its constant term plus $z$ times what `divX` leaves. Applying it five times produces the expansion used by hand, written in nested form.

```lean
/-- A real polynomial at a complex point, with its five lowest coefficients split off
in nested form. -/
theorem horner_split (q : ℝ[X]) (z : ℂ) :
    aeval z q = ((((aeval z q.divX.divX.divX.divX.divX * z + (q.coeff 4 : ℂ)) * z
      + (q.coeff 3 : ℂ)) * z + (q.coeff 2 : ℂ)) * z + (q.coeff 1 : ℂ)) * z
      + (q.coeff 0 : ℂ) := by
  have step : ∀ r : ℝ[X], aeval z r = aeval z r.divX * z + (r.coeff 0 : ℂ) := by
    intro r
    have h : aeval z (r.divX * X + C (r.coeff 0)) = aeval z r := by
      rw [divX_mul_X_add]
    rw [map_add, map_mul, aeval_X, aeval_C] at h
    exact h.symm
  rw [step q, step q.divX, step q.divX.divX, step q.divX.divX.divX,
    step q.divX.divX.divX.divX]
  simp only [coeff_divX, zero_add, Nat.reduceAdd]
```

## The imaginary part at a finite step

The two lemmas now combine at $z=ih$. The equation `hs` replaces $p(x+ih)$ by $q(ih)$, and `horner_split` expands it. The rules for real and imaginary parts of sums and products then reduce the claim to real algebra, in which the even orders disappear. The final `linear_combination` inserts the values of $c_1$ and $c_3$ with their factors $h$ and $-h^3$.

```lean
/-- The imaginary part of `p (x + i h)` is `h p'(x) - h³ p'''(x) / 6` plus `h⁵` times the
real part of the Taylor tail at `i h`. -/
theorem im_expansion (p : ℝ[X]) (x h : ℝ) :
    (aeval ((x : ℂ) + (h : ℂ) * Complex.I) p).im =
      h * (derivative p).eval x
        - h ^ 3 / 6 * (derivative (derivative (derivative p))).eval x
        + h ^ 5 * (aeval ((h : ℂ) * Complex.I) (taylorTail p x)).re := by
  have hs : aeval ((x : ℂ) + (h : ℂ) * Complex.I) p =
      aeval ((h : ℂ) * Complex.I) (p.comp (X + C x)) := by
    simp [aeval_comp, add_comm]
  obtain ⟨c1, c3⟩ := shifted_coeffs p x
  rw [hs, horner_split]
  unfold taylorTail
  -- on the imaginary axis the even orders are real and drop out
  simp only [Complex.add_im, Complex.add_re, Complex.mul_im, Complex.mul_re,
    Complex.ofReal_re, Complex.ofReal_im, Complex.I_re, Complex.I_im]
  linear_combination h * c1 - h ^ 3 * c3
```

This identity holds for every real $h$, zero included. Dividing by a nonzero $h$ gives the expansion of the estimate, with the tail still present.

```lean
/-- For a nonzero step, the complex-step estimate is `p'(x) - h² p'''(x) / 6` plus `h⁴`
times the real part of the Taylor tail at `i h`. -/
theorem complexStep_expansion (p : ℝ[X]) (x : ℝ) {h : ℝ} (hh : h ≠ 0) :
    complexStep p x h = (derivative p).eval x
      - h ^ 2 / 6 * (derivative (derivative (derivative p))).eval x
      + h ^ 4 * (aeval ((h : ℂ) * Complex.I) (taylorTail p x)).re := by
  unfold complexStep
  rw [im_expansion, div_eq_iff hh]
  ring
```

## The limit of vanishing step

For the limit, it is enough that the tail stays bounded near $h=0$, since it is multiplied by a positive power of $h$. Continuity provides this: the map from $h$ to $\operatorname{Re}s(ih)$ is composed of multiplication by $i$, evaluation of a polynomial and taking the real part.

```lean
/-- The real part of the Taylor tail at `i h` depends continuously on the step `h`. -/
theorem continuous_tail (p : ℝ[X]) (x : ℝ) :
    Continuous (fun h : ℝ => (aeval ((h : ℂ) * Complex.I) (taylorTail p x)).re) :=
  Complex.continuous_re.comp ((taylorTail p x).continuous_aeval.comp
    (Complex.continuous_ofReal.mul continuous_const))
```

In the convergence theorem, `𝓝[≠] 0` means that $h$ approaches zero through nonzero values of either sign, and `𝓝` of the derivative's value is the target of the limit. No bound on the degree is assumed. The proof considers the right-hand side of the expansion, which is continuous in $h$ and equals $p'(x)$ at $h=0$. Its limit is then restricted to nonzero steps, where `congr'` replaces it by the estimate.

```lean
/-- For every real polynomial, the complex-step estimate tends to the derivative `p'(x)`
as the step tends to zero through nonzero values. -/
theorem complexStep_tendsto (p : ℝ[X]) (x : ℝ) :
    Tendsto (complexStep p x) (𝓝[≠] 0) (𝓝 ((derivative p).eval x)) := by
  have hc : Continuous (fun h : ℝ => (derivative p).eval x
      - h ^ 2 / 6 * (derivative (derivative (derivative p))).eval x
      + h ^ 4 * (aeval ((h : ℂ) * Complex.I) (taylorTail p x)).re) := by
    have := continuous_tail p x
    fun_prop
  have ht := (hc.tendsto' 0 ((derivative p).eval x) (by simp)).mono_left
    (nhdsWithin_le_nhds (s := {0}ᶜ))
  refine ht.congr' ?_
  filter_upwards [self_mem_nhdsWithin] with h hh
  exact (complexStep_expansion p x hh).symm
```

## Exactness through degree four

The hypothesis `hp` says that the degree is at most four; constants and the zero polynomial satisfy it. The hypothesis `hh` only excludes $h=0$, so the equality is not an approximation for small steps.

The proof shows that every coefficient of the tail vanishes. Such a coefficient has order $n+5$ in the shifted polynomial, and the shift does not change the degree, so this order lies above the degree. With the tail equal to zero, the general expansion reduces to the stated formula.

```lean
/-- For a polynomial of degree at most four and any nonzero step, the complex-step
estimate equals `p'(x) - h² p'''(x) / 6` exactly. -/
theorem complexStep_exact (p : ℝ[X]) (hp : p.natDegree ≤ 4) (x : ℝ) {h : ℝ} (hh : h ≠ 0) :
    complexStep p x h = (derivative p).eval x
      - h ^ 2 * (derivative (derivative (derivative p))).eval x / 6 := by
  -- no terms of fifth or higher order are present
  have hs : taylorTail p x = 0 := by
    ext n
    simp only [taylorTail, coeff_divX, coeff_zero]
    apply coeff_eq_zero_of_natDegree_lt
    rw [natDegree_comp, natDegree_X_add_C]
    omega
  rw [complexStep_expansion p x hh, hs, map_zero, Complex.zero_re]
  ring
```

## The coefficient of the squared step

For a polynomial of any degree, the next theorem identifies the leading error coefficient. If $p'''(x)=0$, the limit is zero and the error is of smaller order than $h^2$. The argument repeats that of the convergence theorem, now with the continuous function $-p'''(x)/6+h^2\operatorname{Re}s(ih)$.

```lean
/-- The error of the complex-step estimate, divided by `h²`, tends to `-p'''(x) / 6` as
the step tends to zero. -/
theorem complexStep_leading_error (p : ℝ[X]) (x : ℝ) :
    Tendsto (fun h => (complexStep p x h - (derivative p).eval x) / h ^ 2) (𝓝[≠] 0)
      (𝓝 (-(derivative (derivative (derivative p))).eval x / 6)) := by
  have hc : Continuous (fun h : ℝ =>
      -(derivative (derivative (derivative p))).eval x / 6
      + h ^ 2 * (aeval ((h : ℂ) * Complex.I) (taylorTail p x)).re) := by
    have := continuous_tail p x
    fun_prop
  have ht := (hc.tendsto' 0 (-(derivative (derivative (derivative p))).eval x / 6)
    (by simp)).mono_left (nhdsWithin_le_nhds (s := {0}ᶜ))
  refine ht.congr' ?_
  filter_upwards [self_mem_nhdsWithin] with h hh
  have h0 : h ≠ 0 := hh
  rw [complexStep_expansion p x h0, eq_div_iff (pow_ne_zero 2 h0)]
  ring
```

## The fifth power misses by the fourth power of the step

The last theorem treats `X ^ 5`. The statements `d1` and `d3` compute $p'(x)=5x^4$ and $p'''(x)=60x^2$, while `him` is the expansion of $\operatorname{Im}(x+ih)^5$ found by hand. Dividing by $h$ and comparing terms leaves the discrepancy $h^4$, which is nonzero for every permitted step.

```lean
/-- For the fifth power and a nonzero step, the complex-step estimate differs from
`p'(x) - h² p'''(x) / 6` by exactly `h⁴`. -/
theorem complexStep_quintic (x : ℝ) {h : ℝ} (hh : h ≠ 0) :
    complexStep (X ^ 5) x h = (derivative (X ^ 5 : ℝ[X])).eval x
      - h ^ 2 * (derivative (derivative (derivative (X ^ 5 : ℝ[X])))).eval x / 6
      + h ^ 4 := by
  have d1 : (derivative (X ^ 5 : ℝ[X])).eval x = 5 * x ^ 4 := by
    simp
    norm_num
  have d3 : (derivative (derivative (derivative (X ^ 5 : ℝ[X])))).eval x = 60 * x ^ 2 := by
    simp [derivative_mul]
    ring
  have him : (((x : ℂ) + (h : ℂ) * Complex.I) ^ 5).im =
      5 * x ^ 4 * h - 10 * x ^ 2 * h ^ 3 + h ^ 5 := by
    simp only [pow_succ, pow_zero, one_mul, Complex.add_im, Complex.add_re,
      Complex.mul_im, Complex.mul_re, Complex.ofReal_re, Complex.ofReal_im,
      Complex.I_re, Complex.I_im]
    ring
  unfold complexStep
  rw [d1, d3, map_pow, aeval_X, him, div_eq_iff hh]
  ring

end

end ComplexStepDerivative
```

```lean
#print axioms ComplexStepDerivative.complexStep_tendsto
#print axioms ComplexStepDerivative.complexStep_exact
#print axioms ComplexStepDerivative.complexStep_leading_error
#print axioms ComplexStepDerivative.complexStep_quintic
```

```
'ComplexStepDerivative.complexStep_tendsto' depends on axioms: [propext, Classical.choice, Quot.sound]
'ComplexStepDerivative.complexStep_exact' depends on axioms: [propext, Classical.choice, Quot.sound]
'ComplexStepDerivative.complexStep_leading_error' depends on axioms: [propext, Classical.choice, Quot.sound]
'ComplexStepDerivative.complexStep_quintic' depends on axioms: [propext, Classical.choice, Quot.sound]
```

All of these theorems concern exact real and complex numbers. They contain no rounding error and so do not rank the complex step against a finite difference in floating-point arithmetic. They also take the polynomial energy as given: how it was obtained, and how well it represents a computed energy curve, is a separate matter.

## Analytic energies instead of polynomials

The energy could have been modelled as a complex function $f$ that is analytic near $x$ and real on the real axis there. This would admit energies containing square roots, such as those of a two-level system away from its branch points. The Taylor coefficients at $x$ would still be real, and the same parity argument would lead to both limits. The polynomial tail would become the remainder of the Taylor series at $x$, and for the series to be used at $x+ih$, $|h|$ would have to be smaller than its radius of convergence.

Reality on the axis would then become an explicit hypothesis, whereas here it follows from the real coefficients of $p$. It matters physically as well as formally: if $f(x)$ had a nonzero imaginary part, as a complex resonance energy does, the quotient $\operatorname{Im}f(x+ih)/h$ would diverge as $h\to0$.
